# The sign of a determinant gives the parity product of negative-energy states when parity commutes with an invertible Hermitian Hamiltonian

Q: Let me repeat the claim before I doubt it. $H$ is an invertible Hermitian matrix, and $P$ is a parity with $P^2=1$ and $HP=PH$. Then

$$D=\det\left(\tfrac12H(1-P)+\tfrac12(1+P)\right)$$

is real and nonzero, and its sign is the product of the parities of all negative-energy states, counted with multiplicity. What is it for?

A: Take a crystal with inversion symmetry and a momentum that inversion maps to itself, up to a reciprocal lattice vector. The Bloch Hamiltonian there commutes with inversion, so its states can be chosen even or odd. The parity product of the occupied states enters symmetry criteria for band topology. For a finite, non-interacting band model with energies measured from a Fermi level in the gap, the occupied states are those of negative energy, and $D$ gives this product without computing any eigenstates. It does not give the individual parities.

Q: Degenerate levels worry me. An eigenvector of $H$ need not have a parity.

A: It can be split. If $Hx=\varepsilon x$, then $H(Px)=PHx=\varepsilon\,Px$, so $x_\pm=x\pm Px$ both satisfy $Hx_\pm=\varepsilon x_\pm$. Since $P^2=1$, also $Px_\pm=\pm x_\pm$. One of them may vanish, but $x=\tfrac12(x_++x_-)$ always holds. The eigenvectors of $H$ span the space, hence so do these vectors, and a basis $v_j$ can be selected from them:

$$Hv_j=E_jv_j,\qquad Pv_j=p_jv_j.$$

Applying $P$ twice gives $p_j^2=1$, so $p_j=\pm1$. If $E_j$ were zero, $H$ would send the nonzero vector $v_j$ to zero, which an invertible matrix cannot do.

Q: And the determinant?

A: Call the matrix inside it $M$. Then

$$Mv_j=\tfrac12\left[(1-p_j)E_j+(1+p_j)\right]v_j.$$

The factor is $1$ for an even state and $E_j$ for an odd one. A determinant is the product of the eigenvalues over an eigenbasis, so $D=\prod_{p_j=-1}E_j$, which is real and nonzero.

Now let $\Pi=\prod_{E_j<0}p_j$ and multiply $\Pi D$ out state by state. An even state contributes $1$. An odd state contributes $E_j$ if $E_j>0$, and $(-1)E_j=|E_j|$ if $E_j<0$. Every factor is positive, so $\Pi D>0$. Since $\Pi=\pm1$, the sign of $D$ is $\Pi$.

Q: I accept that. My doubt is whether the Lean statement says the same thing. What are the objects?

A: The matrices are complex, with rows and columns labelled by a finite type `n`, the orbitals of the model. The matrix $M$ is called `parityMatrix H P`; despite the name, it is not the parity operator, which is `P`.

```lean
import Mathlib

open Matrix

namespace ParityProduct

noncomputable section

variable {n : Type*} [Fintype n] [DecidableEq n]

/-- The matrix `H (1 - P)/2 + (1 + P)/2` built from a Hamiltonian `H` and a parity `P`. -/
def parityMatrix (H P : Matrix n n ℂ) : Matrix n n ℂ :=
  (1 / 2 : ℂ) • (H * (1 - P)) + (1 / 2 : ℂ) • (1 + P)
```

Q: Where are the states and their multiplicities?

A: In a basis `v` of $\mathbb C^n$, with real functions `E` and `p` for the energies and parities. The predicate below contains just the two eigenvalue equations.

```lean
/-- The basis states `v j` are joint eigenvectors of the Hamiltonian `H`, with real energies
`E j`, and of the parity `P`, with real eigenvalues `p j`. -/
structure IsJointEigenbasis (H P : Matrix n n ℂ) (v : Module.Basis n ℂ (n → ℂ))
    (E p : n → ℝ) : Prop where
  energy : ∀ j, H *ᵥ v j = (E j : ℂ) • v j
  parity : ∀ j, P *ᵥ v j = (p j : ℂ) • v j
```

The basis has one vector for each label in `n`, so a twofold degenerate level occupies two labels and is counted twice. The vectors need be neither normalised nor orthogonal. Requiring real values loses nothing here: $H$ is Hermitian, and $p_j^2=1$ leaves only real solutions.

Q: A statement about every such basis would be empty if there were none.

A: That is why existence is proved first.

```lean
/-- A Hermitian Hamiltonian and an involution commuting with it have a basis of joint
eigenvectors, with real energies and real parities. -/
theorem exists_jointEigenbasis {H P : Matrix n n ℂ} (hH : H.IsHermitian)
    (hP : P * P = 1) (hc : H * P = P * H) :
    ∃ v E p, IsJointEigenbasis H P v E p := by
  -- an eigenbasis of `H` alone
  obtain ⟨c, hcE⟩ : ∃ c : Module.Basis n ℂ (n → ℂ),
      ∀ i, H *ᵥ c i = (hH.eigenvalues i : ℂ) • c i := by
    refine ⟨hH.eigenvectorBasis.toBasis.map (WithLp.linearEquiv 2 ℂ (n → ℂ)), fun i => ?_⟩
    have hci : (hH.eigenvectorBasis.toBasis.map (WithLp.linearEquiv 2 ℂ (n → ℂ))) i
        = (hH.eigenvectorBasis i).ofLp := by simp
    rw [hci]
    refine (hH.mulVec_eigenvectorBasis i).trans ?_
    ext k
    simp
  let S : Set (n → ℂ) :=
    {x | ∃ e q : ℝ, H *ᵥ x = (e : ℂ) • x ∧ P *ᵥ x = (q : ℂ) • x}
  -- the even and odd parts of these eigenvectors span the whole space
  have hS : Submodule.span ℂ S = ⊤ := by
    rw [eq_top_iff, ← c.span_eq, Submodule.span_le]
    rintro _ ⟨i, rfl⟩
    have hHP : H *ᵥ (P *ᵥ c i) = (hH.eigenvalues i : ℂ) • (P *ᵥ c i) := by
      rw [Matrix.mulVec_mulVec, hc, ← Matrix.mulVec_mulVec, hcE, Matrix.mulVec_smul]
    have hPP : P *ᵥ (P *ᵥ c i) = c i := by
      rw [Matrix.mulVec_mulVec, hP, Matrix.one_mulVec]
    have h1 : c i + P *ᵥ c i ∈ S :=
      ⟨hH.eigenvalues i, 1, by rw [Matrix.mulVec_add, hcE, hHP, smul_add],
        by rw [Matrix.mulVec_add, hPP]; push_cast; module⟩
    have h2 : c i - P *ᵥ c i ∈ S :=
      ⟨hH.eigenvalues i, -1, by rw [Matrix.mulVec_sub, hcE, hHP, smul_sub],
        by rw [Matrix.mulVec_sub, hPP]; push_cast; module⟩
    have h3 : c i = (1 / 2 : ℂ) • (c i + P *ᵥ c i) + (1 / 2 : ℂ) • (c i - P *ᵥ c i) := by
      module
    have h4 : (1 / 2 : ℂ) • (c i + P *ᵥ c i) + (1 / 2 : ℂ) • (c i - P *ᵥ c i)
        ∈ Submodule.span ℂ S :=
      Submodule.add_mem _ (Submodule.smul_mem _ _ (Submodule.subset_span h1))
        (Submodule.smul_mem _ _ (Submodule.subset_span h2))
    exact h3 ▸ h4
  -- extract a basis from the spanning set
  obtain ⟨b, hbS, hbspan, hbli⟩ := exists_linearIndependent ℂ S
  let w := Module.Basis.mk hbli (le_of_eq (by rw [Subtype.range_coe, hbspan, hS]))
  let e := w.indexEquiv (Pi.basisFun ℂ n)
  have hw : ∀ j, ∃ a q : ℝ, H *ᵥ (w.reindex e) j = (a : ℂ) • (w.reindex e) j ∧
      P *ᵥ (w.reindex e) j = (q : ℂ) • (w.reindex e) j := by
    intro j
    have hj : (w.reindex e) j = (e.symm j : n → ℂ) := by simp [w]
    rw [hj]
    exact hbS (e.symm j).2
  choose E p hEp using hw
  exact ⟨w.reindex e, E, p, ⟨fun j => (hEp j).1, fun j => (hEp j).2⟩⟩
```

The proof follows the splitting above. Mathlib's spectral theorem supplies the eigenbasis `c` of `H`, and `S` consists of the joint eigenvectors with real eigenvalues, together with the zero vector. The steps `h1` and `h2` put $x_+$ and $x_-$ into `S`, while `h3` is the identity $x=\tfrac12(x_++x_-)$. So `S` spans the space, and `exists_linearIndependent` extracts a basis, which is then relabelled by `n`.

Q: `P` is not assumed Hermitian.

A: No, the argument never uses it. The usual Hermitian parity is included as a special case. Nor is $p_j=\pm1$ put in by hand; it comes from applying `P` twice:

```lean
/-- If `P` is an involution, every state of a joint eigenbasis has parity `1` or `-1`. -/
theorem parity_eq {H P : Matrix n n ℂ} {v : Module.Basis n ℂ (n → ℂ)} {E p : n → ℝ}
    (h : IsJointEigenbasis H P v E p) (hP : P * P = 1) (j : n) : p j = 1 ∨ p j = -1 := by
  have h1 : P *ᵥ (P *ᵥ v j) = v j := by
    rw [Matrix.mulVec_mulVec, hP, Matrix.one_mulVec]
  rw [h.parity j, Matrix.mulVec_smul, h.parity j, smul_smul] at h1
  have h2 : ((p j : ℂ) * p j - 1) • v j = 0 := by
    rw [sub_smul, one_smul, h1, sub_self]
  have h3 := (smul_eq_zero.mp h2).resolve_right (v.ne_zero j)
  have h4 : p j * p j = 1 := by exact_mod_cast sub_eq_zero.mp h3
  exact mul_self_eq_one_iff.mp h4
```

Q: Then the determinant formula.

A: It takes two lemmas. The first writes a matrix in its own eigenbasis, where it is diagonal, and uses the fact that the determinant does not depend on the basis.

```lean
/-- The determinant of a matrix with a basis of eigenvectors is the product of the
eigenvalues over that basis. -/
theorem det_eq_prod (M : Matrix n n ℂ) (v : Module.Basis n ℂ (n → ℂ)) (μ : n → ℂ)
    (h : ∀ j, M *ᵥ v j = μ j • v j) : M.det = ∏ j, μ j := by
  have hd : LinearMap.toMatrix v v (Matrix.toLin' M) = Matrix.diagonal μ := by
    ext i j
    rw [LinearMap.toMatrix_apply, Matrix.toLin'_apply, h j, map_smul, v.repr_self]
    by_cases hij : i = j
    · subst hij
      simp
    · simp [hij]
  rw [← LinearMap.det_toLin', ← LinearMap.det_toMatrix v, hd, Matrix.det_diagonal]
```

The second applies this to $M$. Its step `hM` is the formula for $Mv_j$ above, and the two cases at the end are the even and the odd state.

```lean
/-- For an involution `P`, the determinant of `H (1 - P)/2 + (1 + P)/2` is the product of the
energies of the odd states in any joint eigenbasis. -/
theorem det_parityMatrix {H P : Matrix n n ℂ} {v : Module.Basis n ℂ (n → ℂ)} {E p : n → ℝ}
    (h : IsJointEigenbasis H P v E p) (hP : P * P = 1) :
    (parityMatrix H P).det = ((∏ j with p j = -1, E j : ℝ) : ℂ) := by
  rw [Finset.prod_filter, Complex.ofReal_prod]
  refine det_eq_prod _ v _ fun j => ?_
  have hM : parityMatrix H P *ᵥ v j
      = ((1 / 2 : ℂ) * ((1 - p j) * E j + (1 + p j))) • v j := by
    simp only [parityMatrix, Matrix.add_mulVec, Matrix.sub_mulVec, Matrix.smul_mulVec,
      ← Matrix.mulVec_mulVec, Matrix.one_mulVec, Matrix.mulVec_sub, Matrix.mulVec_smul,
      h.parity j, h.energy j]
    module
  rw [hM]
  congr 1
  -- even states contribute `1`, odd states their energy
  rcases parity_eq h hP j with hp | hp
  · rw [hp, if_neg (by norm_num)]
    push_cast
    ring
  · rw [hp, if_pos rfl]
    push_cast
    ring
```

Q: So far nothing excludes a level at zero energy.

A: That is the job of `H.det ≠ 0`. Physically it says that no level lies at the reference energy, which is what makes "negative-energy states" an unambiguous set of occupied states.

```lean
/-- An invertible Hamiltonian has no state of zero energy in a joint eigenbasis. -/
theorem energy_ne_zero {H P : Matrix n n ℂ} {v : Module.Basis n ℂ (n → ℂ)} {E p : n → ℝ}
    (h : IsJointEigenbasis H P v E p) (hdet : H.det ≠ 0) (j : n) : E j ≠ 0 := by
  intro h0
  have h1 : H *ᵥ v j = 0 := by rw [h.energy j, h0, Complex.ofReal_zero, zero_smul]
  exact v.ne_zero j (Matrix.eq_zero_of_mulVec_eq_zero hdet h1)
```

Q: Now the main theorem, in words.

A: Assume that $H$ is Hermitian with nonzero determinant, that $P^2=1$, and that $H$ and $P$ commute. Then the imaginary part of $D$ is zero, $D$ is not zero, and for every joint eigenbasis the sign of the real part of $D$ equals the product of `p j` over all `j` with `E j < 0`. The real part appears because `Real.sign` takes a real number; by the first clause it is $D$ itself.

```lean
/-- For an invertible Hermitian `H` commuting with an involution `P`, the determinant of
`H (1 - P)/2 + (1 + P)/2` is real and nonzero, and its sign is the product of the parities of
the negative-energy states in every joint eigenbasis. -/
theorem sign_det_eq_parity_product {H P : Matrix n n ℂ} (hH : H.IsHermitian)
    (hdet : H.det ≠ 0) (hP : P * P = 1) (hc : H * P = P * H) :
    (parityMatrix H P).det.im = 0 ∧ (parityMatrix H P).det ≠ 0 ∧
      ∀ v E p, IsJointEigenbasis H P v E p →
        Real.sign (parityMatrix H P).det.re = ∏ j with E j < 0, p j := by
  obtain ⟨v₀, E₀, p₀, h₀⟩ := exists_jointEigenbasis hH hP hc
  refine ⟨?_, ?_, ?_⟩
  · rw [det_parityMatrix h₀ hP, Complex.ofReal_im]
  · rw [det_parityMatrix h₀ hP]
    exact Complex.ofReal_ne_zero.mpr
      (Finset.prod_ne_zero_iff.mpr fun j _ => energy_ne_zero h₀ hdet j)
  · intro v E p h
    rw [det_parityMatrix h hP, Complex.ofReal_re]
    have hs : (∏ j with E j < 0, p j) * (∏ j with E j < 0, p j) = 1 := by
      rw [← Finset.prod_mul_distrib]
      exact Finset.prod_eq_one fun j _ => mul_self_eq_one_iff.mpr (parity_eq h hP j)
    -- state by state, parity product and determinant have the same sign
    have hpos : 0 < (∏ j with E j < 0, p j) * (∏ j with p j = -1, E j) := by
      rw [Finset.prod_filter, Finset.prod_filter, ← Finset.prod_mul_distrib]
      refine Finset.prod_pos fun j _ => ?_
      rcases parity_eq h hP j with hp | hp <;>
        rcases lt_or_gt_of_ne (energy_ne_zero h hdet j) with he | he <;>
        norm_num [hp, he, not_lt_of_gt he]
    rcases mul_self_eq_one_iff.mp hs with h1 | h1
    · rw [h1] at hpos ⊢
      exact Real.sign_of_pos (by linarith)
    · rw [h1] at hpos ⊢
      exact Real.sign_of_neg (by linarith)
```

The first two clauses use one basis from the existence theorem. For the third, `hs` says $\Pi^2=1$ and `hpos` says $\Pi D>0$, proved by running through the four combinations of parity and sign of energy. The last lines treat $\Pi=1$ and $\Pi=-1$ separately.

Q: What stands between this and a real crystal?

A: The approximation of the crystal by a finite, non-interacting band model, and the identification of the matrices. You have to supply $H$ as the Bloch Hamiltonian at the chosen momentum, with energies measured from a Fermi level in the gap, and $P$ as the matrix that represents inversion there, both in the same orthonormal orbital basis. The theorem takes both as given.

Q: Could I then read off whether a time-reversal-invariant insulator with spin is topological?

A: Not from this sign. With spin-½ time reversal commuting with inversion, the two members of a Kramers pair have the same energy and the same parity. Each occupied pair contributes $(\pm1)^2=1$, so $D$ is always positive. The criterion for such insulators takes one parity per pair, which is different information. This remark is physics added to the theorem, as is the use of parity products in topology I mentioned at the start.

Q: Show me a case where the sign is negative.

A: Two sites with on-site energy $1$ and coupling $2$, exchanged by the parity. The even state $(1,1)/\sqrt2$ has energy $3$, and the odd state $(1,-1)/\sqrt2$ has energy $-1$. The only negative-energy state is odd, so the parity product is $-1$, and $D=-1$ as well. Lean checks the matrix conditions and the value of $D$ by entries:

```lean
/-- Two coupled sites exchanged by the parity: `H = !![1, 2; 2, 1]` and `P = !![0, 1; 1, 0]` are
Hermitian and commute, `H` is invertible, `P` is an involution, and the determinant of
`H (1 - P)/2 + (1 + P)/2` is `-1`. -/
theorem sign_det_witness :
    (!![1, 2; 2, 1] : Matrix (Fin 2) (Fin 2) ℂ).IsHermitian ∧
    (!![0, 1; 1, 0] : Matrix (Fin 2) (Fin 2) ℂ).IsHermitian ∧
    (!![1, 2; 2, 1] : Matrix (Fin 2) (Fin 2) ℂ).det ≠ 0 ∧
    (!![0, 1; 1, 0] : Matrix (Fin 2) (Fin 2) ℂ) * !![0, 1; 1, 0] = 1 ∧
    (!![1, 2; 2, 1] : Matrix (Fin 2) (Fin 2) ℂ) * !![0, 1; 1, 0]
      = !![0, 1; 1, 0] * !![1, 2; 2, 1] ∧
    (parityMatrix !![1, 2; 2, 1] !![0, 1; 1, 0] : Matrix (Fin 2) (Fin 2) ℂ).det = -1 := by
  refine ⟨?_, ?_, ?_, ?_, ?_, ?_⟩
  · ext i j
    fin_cases i <;> fin_cases j <;> simp
  · ext i j
    fin_cases i <;> fin_cases j <;> simp
  · norm_num [Matrix.det_fin_two]
  · ext i j
    fin_cases i <;> fin_cases j <;> simp [Matrix.mul_apply, Fin.sum_univ_succ]
  · ext i j
    fin_cases i <;> fin_cases j <;> simp [Matrix.mul_apply, Fin.sum_univ_succ]
  · rw [parityMatrix, Matrix.one_fin_two]
    norm_num [Matrix.det_fin_two, Matrix.mul_apply, Fin.sum_univ_two]
```

The same example exposes a mistake that is easily made, namely attaching $H$ to the wrong projector. The determinant of $\tfrac12H(1+P)+\tfrac12(1-P)$ is the product of the even-state energies, here $3$. Its sign tells whether the number of occupied even states is even or odd, and it disagrees with the parity product whenever the number of occupied states is odd.

Q: Last doubt: what if inversion is slightly broken and $H$ and $P$ no longer commute?

A: Then the theorem says nothing, and without commutation even $D\neq0$ can fail. For $H=\sigma_x$ and $P=\sigma_z$ the matrix $M$ has rows $(1,1)$ and $(0,0)$, so $D=0$ although $H$ is invertible. Lean confirms this from the $2\times2$ determinants, and shows that the two products differ by comparing one off-diagonal entry. The breaking in this example is strong, since $\sigma_x$ and $\sigma_z$ anticommute. A weak enough perturbation of an invertible Hermitian $H$ that commutes with $P$ leaves $D$ nonzero, because $D$ depends continuously on $H$, but how weak it must be depends on the model. In a numerical model it is therefore sensible to check $HP-PH$ before trusting the sign.

```lean
/-- For the Pauli matrices `H = σx` and `P = σz`, which do not commute, `H` is invertible
but the determinant of `H (1 - P)/2 + (1 + P)/2` vanishes. -/
theorem det_eq_zero_of_pauli :
    (!![0, 1; 1, 0] : Matrix (Fin 2) (Fin 2) ℂ).det ≠ 0 ∧
    (!![0, 1; 1, 0] : Matrix (Fin 2) (Fin 2) ℂ) * !![1, 0; 0, -1]
      ≠ !![1, 0; 0, -1] * !![0, 1; 1, 0] ∧
    (parityMatrix !![0, 1; 1, 0] !![1, 0; 0, -1] : Matrix (Fin 2) (Fin 2) ℂ).det = 0 := by
  refine ⟨?_, ?_, ?_⟩
  · norm_num [Matrix.det_fin_two]
  · intro h
    have h01 := congrFun (congrFun h 0) 1
    norm_num [Matrix.mul_apply, Fin.sum_univ_two] at h01
  · rw [parityMatrix, Matrix.one_fin_two]
    norm_num [Matrix.det_fin_two, Matrix.mul_apply, Fin.sum_univ_two]

end

end ParityProduct
```

```lean
#print axioms ParityProduct.sign_det_eq_parity_product
#print axioms ParityProduct.det_eq_zero_of_pauli
```

```
'ParityProduct.sign_det_eq_parity_product' depends on axioms: [propext, Classical.choice, Quot.sound]
'ParityProduct.det_eq_zero_of_pauli' depends on axioms: [propext, Classical.choice, Quot.sound]
```
